# The exponential of a real antisymmetric 2 × 2 generator rotates the polarisation plane

For any real angle φ, `exp_generator` states that the exponential of the matrix with rows (0, −φ) and (φ, 0) is the matrix with rows (cos φ, −sin φ) and (sin φ, cos φ). In physics, this is the rotation by φ of the plane of polarisation, acting on the two transverse components of the field, with no loss or other optical effect included. The attempt diagonalises the generator in the basis of circular polarisations (1, i) and (1, −i), which are left unnormalised, each of length √2; the inverse matrix `Q` makes up for this. It then exponentiates the eigenvalues ∓iφ and returns to sines and cosines by Euler's formula.

As first written in Lean, the proof fails:

```lean
import Mathlib

open Matrix Complex

namespace ExpGenerator

noncomputable section

/-- Rotation of the polarisation plane by the angle `φ`. -/
def planeRotation (φ : ℝ) : Matrix (Fin 2) (Fin 2) ℂ :=
  !![(Real.cos φ : ℂ), -(Real.sin φ : ℂ); (Real.sin φ : ℂ), (Real.cos φ : ℂ)]

/-- The exponential of the generator with rows `(0, -φ)` and `(φ, 0)` is the plane rotation
by `φ`. -/
theorem exp_generator (φ : ℝ) :
    NormedSpace.exp !![0, -(φ : ℂ); (φ : ℂ), 0] = planeRotation φ := by
  -- the columns of P are the two circular polarisations
  let P : Matrix (Fin 2) (Fin 2) ℂ := !![1, 1; I, -I]
  let Q : Matrix (Fin 2) (Fin 2) ℂ := !![1 / 2, -I / 2; 1 / 2, I / 2]
  have hd : ∀ a b : ℂ, P * diagonal ![a, b] * Q
      = !![(a + b) / 2, (b - a) * I / 2; (a - b) * I / 2, (a + b) / 2] := by
    intro a b
    ext i j
    fin_cases i <;> fin_cases j <;>
      simp [P, Q, Matrix.mul_apply, Fin.sum_univ_succ] <;> ring_nf <;>
      simp only [Complex.I_sq] <;> ring
  have hPQ : P * Q = 1 := by
    ext i j
    fin_cases i <;> fin_cases j <;>
      simp [P, Q, Matrix.mul_apply, Fin.sum_univ_succ] <;> ring_nf <;>
      simp only [Complex.I_sq] <;> ring
  have hv : NormedSpace.exp (![-(φ * I), φ * I] : Fin 2 → ℂ)
      = ![Complex.exp (-(φ * I)), Complex.exp (φ * I)] := by
    ext i
    fin_cases i <;> simp [Complex.exp_eq_exp_ℂ]
  have key : NormedSpace.exp (P * diagonal ![-(φ * I), φ * I] * Q)
      = P * NormedSpace.exp (diagonal ![-(φ * I), φ * I]) * Q :=
    Matrix.exp_units_conj ⟨P, Q, hPQ, mul_eq_one_comm.mp hPQ⟩ _
  have e0 : (-(φ * I) + φ * I) / 2 = 0 := by ring
  have e1 : (φ * I - -(φ * I)) * I / 2 = -(φ : ℂ) := by
    linear_combination (φ : ℂ) * Complex.I_sq
  have e2 : (-(φ * I) - φ * I) * I / 2 = (φ : ℂ) := by
    linear_combination -(φ : ℂ) * Complex.I_sq
  rw [Matrix.exp_diagonal, hv, hd, hd, e0, e1, e2] at key
  -- Euler's formula for the two circular phases
  have hp : Complex.exp (φ * I) = Complex.cos φ + Complex.sin φ * I := Complex.exp_mul_I _
  have hm : Complex.exp (-(φ * I)) = Complex.cos φ - Complex.sin φ * I := by
    rw [← neg_mul, Complex.exp_mul_I, Complex.cos_neg, Complex.sin_neg]
    ring
  rw [key, hp, hm, planeRotation, Complex.ofReal_cos, Complex.ofReal_sin]
  congr! 3
  · ring
  · congr! 1
    linear_combination Complex.sin φ * Complex.I_sq
  · linear_combination -Complex.sin φ * Complex.I_sq
  · congr! 1
    ring

end

end ExpGenerator
```

The compiler's answer:

```
Main.lean:26:6: error: `simp` made no progress
Main.lean:26:6: error: `simp` made no progress
Main.lean:26:6: error: `simp` made no progress
Main.lean:26:6: error: `simp` made no progress
Main.lean:55:23: error: Application type mismatch: The argument
  Mathlib.Tactic.LinearCombination.mul_const_eq I_sq (-sin ↑φ)
has type
  -sin ↑φ * I ^ 2 = -sin ↑φ * -1
but is expected to have type
  ?m.2729 = ?m.2731
in the application
  Mathlib.Tactic.LinearCombination.eq_of_eq (Mathlib.Tactic.LinearCombination.mul_const_eq I_sq (-sin ↑φ))
Main.lean:56:2: error: No goals to be solved
```

Cause. The first four errors are in `hd`. On four goals left by `ring_nf`, `simp only [Complex.I_sq]` found nothing to rewrite, which is an error, so the final `ring` never ran. The messages do not show those goals. The repair multiplies the matrices out with `Matrix.mul_fin_two` and proves each entry separately, using `Complex.I_sq` only for the lower right one, where it is needed.

The other two errors come from `congr! 3`, which does not split the matrix equation into four scalar ones. At that depth the first row is opened, but the second is still a single equation between vectors. The third bullet therefore gives `linear_combination` a complex identity for a goal that is not an equation in ℂ, and the fourth bullet has no goal. The repair proves the scalar identities `c0`, `c1` and `c2` first and rewrites with them, so that both sides become the same matrix and `congr!` is not needed.

The new proof of `hPQ` is mere tidying, as the old one raised no error.

The change, after which it compiles:

```diff
@@ -21,13 +21,35 @@
       = !![(a + b) / 2, (b - a) * I / 2; (a - b) * I / 2, (a + b) / 2] := by
     intro a b
+    have hD : diagonal ![a, b] = !![a, 0; 0, b] := by
+      ext i j
+      fin_cases i <;> fin_cases j <;> rfl
+    rw [hD]
+    change (!![1, 1; I, -I] * !![a, 0; 0, b] * !![1 / 2, -I / 2; 1 / 2, I / 2] :
+      Matrix (Fin 2) (Fin 2) ℂ) = _
+    rw [Matrix.mul_fin_two, Matrix.mul_fin_two]
     ext i j
-    fin_cases i <;> fin_cases j <;>
-      simp [P, Q, Matrix.mul_apply, Fin.sum_univ_succ] <;> ring_nf <;>
-      simp only [Complex.I_sq] <;> ring
+    fin_cases i <;> fin_cases j
+    · change (1 * a + 1 * 0) * (1 / 2) + (1 * 0 + 1 * b) * (1 / 2) = (a + b) / 2
+      ring
+    · change (1 * a + 1 * 0) * (-I / 2) + (1 * 0 + 1 * b) * (I / 2) = (b - a) * I / 2
+      ring
+    · change (I * a + -I * 0) * (1 / 2) + (I * 0 + -I * b) * (1 / 2) = (a - b) * I / 2
+      ring
+    · change (I * a + -I * 0) * (-I / 2) + (I * 0 + -I * b) * (I / 2) = (a + b) / 2
+      linear_combination (-(a + b) / 2) * Complex.I_sq
   have hPQ : P * Q = 1 := by
+    change (!![1, 1; I, -I] * !![1 / 2, -I / 2; 1 / 2, I / 2] :
+      Matrix (Fin 2) (Fin 2) ℂ) = 1
+    rw [Matrix.mul_fin_two, Matrix.one_fin_two]
     ext i j
-    fin_cases i <;> fin_cases j <;>
-      simp [P, Q, Matrix.mul_apply, Fin.sum_univ_succ] <;> ring_nf <;>
-      simp only [Complex.I_sq] <;> ring
+    fin_cases i <;> fin_cases j
+    · change (1 * (1 / 2) + 1 * (1 / 2) : ℂ) = 1
+      ring
+    · change 1 * (-I / 2) + 1 * (I / 2) = 0
+      ring
+    · change I * (1 / 2) + -I * (1 / 2) = 0
+      ring
+    · change I * (-I / 2) + -I * (I / 2) = 1
+      linear_combination (-1 : ℂ) * Complex.I_sq
   have hv : NormedSpace.exp (![-(φ * I), φ * I] : Fin 2 → ℂ)
       = ![Complex.exp (-(φ * I)), Complex.exp (φ * I)] := by
@@ -48,12 +70,14 @@
     rw [← neg_mul, Complex.exp_mul_I, Complex.cos_neg, Complex.sin_neg]
     ring
-  rw [key, hp, hm, planeRotation, Complex.ofReal_cos, Complex.ofReal_sin]
-  congr! 3
-  · ring
-  · congr! 1
+  have c0 : (Complex.exp (-(φ * I)) + Complex.exp (φ * I)) / 2 = Complex.cos φ := by
+    rw [hp, hm]
+    ring
+  have c1 : (Complex.exp (φ * I) - Complex.exp (-(φ * I))) * I / 2 = -Complex.sin φ := by
+    rw [hp, hm]
     linear_combination Complex.sin φ * Complex.I_sq
-  · linear_combination -Complex.sin φ * Complex.I_sq
-  · congr! 1
-    ring
+  have c2 : (Complex.exp (-(φ * I)) - Complex.exp (φ * I)) * I / 2 = Complex.sin φ := by
+    rw [hp, hm]
+    linear_combination -Complex.sin φ * Complex.I_sq
+  rw [key, c0, c1, c2, planeRotation, Complex.ofReal_cos, Complex.ofReal_sin]
 
 end
```
